# Unit Cholesky pivots and a unit determinant do not rule out near-linear dependence of unnormalised functions

When I add diffuse Gaussians to a basis set, some combination of the functions can become almost zero, and the overlap matrix then has a very small eigenvalue. My code factorises the overlap matrix by Cholesky without pivoting, and I have been reading the diagonal of the factor as a warning light: a tiny pivot means trouble, and pivots of order one mean that all is well.

I am told that the second half of this is false. Take L lower triangular with ones on the diagonal and −1 everywhere below, and set M = L Lᵀ. Every pivot is 1 and the determinant is 1, yet some normalised coefficient vector is said to give a squared norm that falls like 4^(−n) with the number n of functions. Can this be derived in full and stated so that a proof assistant checks it, including the claim about the pivots?

## An exponentially short combination behind pivots equal to one

Yes. Write n = m + 1 and number the functions 0, 1, ..., m. A concrete picture helps: take orthonormal functions e_0, ..., e_m and define

χ_i = e_i − (e_0 + ... + e_(i−1)).

The coefficients of χ_i are row i of L, so the overlap matrix of the χ_i is M = L Lᵀ. Its entries are M_ii = i + 1 and, for i ≠ j, M_ij = min(i, j) − 1. Only χ_0 is normalised; the norm of χ_i is √(i + 1).

**Determinant and independence.** L is triangular with unit diagonal, so det L = 1 and

det M = (det L)(det Lᵀ) = 1.

For any real coefficient vector x,

xᵀMx = (Lᵀx)ᵀ(Lᵀx) ≥ 0.

Equality requires Lᵀx = 0, and hence x = 0, because Lᵀ is invertible. The functions are therefore linearly independent.

**The pivots.** L is a Cholesky factor of M with unit diagonal. To speak of the pivots of M, we need to know that there is no other factor. Let A and B be lower triangular with positive diagonals and A Aᵀ = B Bᵀ, and suppose that their columns before column j agree. Entry (i, j) of the product is

Σ_l A_il A_jl.

Terms with l > j vanish because A_jl = 0, and terms with l < j are the same for A and B. What remains is

A_ij A_jj = B_ij B_jj for every i.

Setting i = j gives A_jj² = B_jj², so A_jj = B_jj by positivity. Dividing by this number gives A_ij = B_ij for all i. Column by column, A = B.

**The short combination.** We look for x with Lᵀx equal to the last unit vector. Since

(Lᵀx)_i = x_i − Σ_(j>i) x_j,

we need x_m = 1, and each earlier entry must equal the sum of all later ones. Working upwards from the end gives

x = (2^(m−1), ..., 4, 2, 1, 1),

which is (1, 1) for m = 1 and just (1) for m = 0. The entries add up to 2^m, which is the entry to prepend when m grows by one. In the picture above, Σ_i x_i χ_i = e_m: large coefficients produce a function of norm 1. Therefore

xᵀMx = 1,

xᵀx = 1 + (1 + 4 + ... + 4^(m−1)) = 1 + (4^m − 1)/3 = (4^m + 2)/3.

Dividing x by its length gives a normalised vector u with

uᵀMu = 3/(4^m + 2).

For two functions this is 1/2, for three it is 1/6, and for twelve it is about 7 × 10⁻⁷. The smallest eigenvalue of M is at most this value, by the variational principle.

**A slip that the smallest case conceals.** It is natural to solve Lx = e_0 in place of Lᵀx = e_m, which gives the entries in reverse order. For two functions both vectors are (1, 1), so a test at that size passes. For three functions the correct vector (2, 1, 1) gives xᵀMx/xᵀx = 1/6, whereas the reversed vector (1, 1, 2) gives 9/6. The quadratic form contains Lᵀx, not Lx.

## What the Lean theorems say about M

`unitFactor n` is L and `overlap n` is M, both real n by n matrices with indices in `Fin n`, which start at 0 as above. The expression `x ⬝ᵥ overlap n *ᵥ x` is xᵀMx, the squared norm of the function with coefficients x, and `x ⬝ᵥ x` is xᵀx. The vector found above is `nearNull m`.

`IsCholesky G M` says that G is lower triangular, has positive diagonal entries and satisfies G Gᵀ = M. The pivots are the entries G i i. Some texts call their squares the pivots; here both are 1.

The main theorem, `unit_pivots_hide_near_dependence`, has four parts for every natural number m:

- The determinant of M is 1.
- M has a Cholesky factor.
- Every Cholesky factor of M has all its diagonal entries equal to 1.
- Some nonzero x satisfies xᵀMx = 3 xᵀx/(4^m + 2).

The third part ranges over all factors because a statement about L alone would only repeat its definition. The second part ensures that the third is not true merely for want of a factor. Two or more functions correspond to m ≥ 1. The theorem also admits m = 0, where the ratio is 1 and nothing is nearly dependent.

`arbitrarily_near_dependence` puts the consequence without a formula: for every ε > 0, some member of the family has a nonzero x with xᵀMx < ε xᵀx. The size of the matrix depends on ε. `overlap_pos` adds that M is positive definite, so the dependence is only ever approximate.

The setting is exact real arithmetic and one particular family of matrices. No Gaussian integral appears, and nothing says that a standard basis set has this overlap matrix. Rounding errors and pivoted factorisation are not treated either.

```lean
import Mathlib

open Matrix

namespace UnitPivotsNearDependence

noncomputable section

/-- `G` is a Cholesky factor of `M`: lower triangular, with positive diagonal entries
(the pivots), and `G Gᵀ = M`. -/
structure IsCholesky {n : ℕ} (G M : Matrix (Fin n) (Fin n) ℝ) : Prop where
  lower : ∀ i j, i < j → G i j = 0
  pivot_pos : ∀ i, 0 < G i i
  factor : G * Gᵀ = M

/-- The lower triangular matrix with ones on the diagonal and `-1` everywhere below. -/
def unitFactor (n : ℕ) : Matrix (Fin n) (Fin n) ℝ :=
  Matrix.of fun i j => if i = j then 1 else if j < i then -1 else 0

/-- The matrix `M = L Lᵀ`: the overlap matrix of `n` functions whose coefficients in an orthonormal
set are the rows of `L`. -/
def overlap (n : ℕ) : Matrix (Fin n) (Fin n) ℝ :=
  unitFactor n * (unitFactor n)ᵀ

/-- The coefficient vector `(2^(m-1), ..., 2, 1, 1)` of length `m + 1`, built from its
last entry upwards. -/
def nearNull : (m : ℕ) → Fin (m + 1) → ℝ
  | 0 => fun _ => 1
  | m + 1 => Fin.cons (2 ^ m) (nearNull m)

/-- A matrix has at most one Cholesky factor. -/
theorem cholesky_unique {n : ℕ} {A B M : Matrix (Fin n) (Fin n) ℝ}
    (hA : IsCholesky A M) (hB : IsCholesky B M) : A = B := by
  have key : ∀ k : ℕ, ∀ j : Fin n, j.val = k → ∀ i, A i j = B i j := by
    intro k
    induction k using Nat.strong_induction_on with
    | _ k ih =>
      intro j hj
      -- once the earlier columns agree, only the term of column `j` is left
      have step : ∀ i, A i j * A j j = B i j * B j j := by
        intro i
        have h : (A * Aᵀ) i j = (B * Bᵀ) i j := by rw [hA.factor, hB.factor]
        simp only [Matrix.mul_apply, Matrix.transpose_apply] at h
        have h2 : ∑ l, (A i l * A j l - B i l * B j l)
            = A i j * A j j - B i j * B j j := by
          refine Finset.sum_eq_single j (fun l _ hl => ?_) (by simp)
          rcases lt_or_gt_of_ne hl with h' | h'
          · have hk : l.val < k := by
              rw [← hj]
              exact h'
            rw [ih l.val hk l rfl i, ih l.val hk l rfl j, sub_self]
          · rw [hA.lower j l h', hB.lower j l h']
            ring
        rw [Finset.sum_sub_distrib] at h2
        linarith
      have hd : A j j = B j j := by
        have hs : A j j + B j j ≠ 0 := (add_pos (hA.pivot_pos j) (hB.pivot_pos j)).ne'
        exact mul_right_cancel₀ hs (by linear_combination step j)
      intro i
      have s := step i
      rw [hd] at s
      exact mul_right_cancel₀ (hB.pivot_pos j).ne' s
  ext i j
  exact key j.val j rfl i

/-- The matrix `L` is a Cholesky factor of the overlap matrix. -/
theorem unitFactor_isCholesky (n : ℕ) : IsCholesky (unitFactor n) (overlap n) where
  lower i j h := by simp [unitFactor, h.ne, not_lt_of_ge h.le]
  pivot_pos i := by simp [unitFactor]
  factor := rfl

/-- The triangular factor has determinant one. -/
theorem det_unitFactor (n : ℕ) : (unitFactor n).det = 1 := by
  rw [Matrix.det_of_isLowerTriangular (unitFactor n) (fun i j h =>
    (unitFactor_isCholesky n).lower i j (OrderDual.toDual_lt_toDual.mp h))]
  simp [unitFactor]

/-- The quadratic form of the overlap matrix is the squared length of `Lᵀ x`. -/
theorem overlap_form (n : ℕ) (x : Fin n → ℝ) :
    x ⬝ᵥ overlap n *ᵥ x = ((unitFactor n)ᵀ *ᵥ x) ⬝ᵥ ((unitFactor n)ᵀ *ᵥ x) := by
  rw [overlap, ← Matrix.mulVec_mulVec, Matrix.dotProduct_mulVec, ← Matrix.mulVec_transpose]

/-- The overlap matrix is positive definite: every nonzero combination of the basis
functions has positive squared norm. -/
theorem overlap_pos (n : ℕ) (x : Fin n → ℝ) (hx : x ≠ 0) :
    0 < x ⬝ᵥ overlap n *ᵥ x := by
  rw [overlap_form]
  refine lt_of_le_of_ne (Finset.sum_nonneg fun i _ => mul_self_nonneg _) fun h => hx ?_
  refine Matrix.eq_zero_of_mulVec_eq_zero (M := (unitFactor n)ᵀ) ?_
    (dotProduct_self_eq_zero.mp h.symm)
  rw [Matrix.det_transpose, det_unitFactor]
  exact one_ne_zero

/-- The entries of the coefficient vector add up to `2^m`. -/
theorem sum_nearNull (m : ℕ) : ∑ i, nearNull m i = 2 ^ m := by
  induction m with
  | zero => simp [nearNull]
  | succ m ih =>
    rw [Fin.sum_univ_succ]
    simp only [nearNull, Fin.cons_zero, Fin.cons_succ]
    rw [ih]
    ring

/-- `Lᵀ` sends the coefficient vector to the last unit vector. -/
theorem transpose_nearNull (m : ℕ) (i : Fin (m + 1)) :
    ∑ j, unitFactor (m + 1) j i * nearNull m j = if i = Fin.last m then 1 else 0 := by
  induction m with
  | zero =>
    have hi : i = Fin.last 0 := by
      apply Fin.ext
      have hlt := i.isLt
      rw [Fin.val_last]
      omega
    subst hi
    simp [unitFactor, nearNull]
  | succ m ih =>
    rw [Fin.sum_univ_succ]
    simp only [nearNull, Fin.cons_zero, Fin.cons_succ]
    refine Fin.cases ?_ (fun i => ?_) i
    · -- the new first entry cancels the sum of all later ones
      have h0 : unitFactor (m + 1 + 1) 0 0 = 1 := by simp [unitFactor]
      have h1 : ∀ j : Fin (m + 1), unitFactor (m + 1 + 1) j.succ 0 = -1 := by
        intro j
        simp [unitFactor, Fin.succ_ne_zero]
      have h2 : (0 : Fin (m + 1 + 1)) ≠ Fin.last (m + 1) := by
        simp [Fin.ext_iff]
      simp only [h0, h1, if_neg h2]
      rw [← Finset.mul_sum, sum_nearNull]
      ring
    · -- the other rows are those of the smaller problem
      have h0 : unitFactor (m + 1 + 1) 0 i.succ = 0 :=
        (unitFactor_isCholesky _).lower _ _ (Fin.succ_pos i)
      have h1 : ∀ j : Fin (m + 1),
          unitFactor (m + 1 + 1) j.succ i.succ = unitFactor (m + 1) j i := by
        intro j
        simp [unitFactor]
      simp only [h0, h1, zero_mul, zero_add]
      rw [ih i, ← Fin.succ_last]
      simp only [Fin.succ_inj]

/-- The coefficient vector has `xᵀ M x = 1` and `xᵀ x = (4^m + 2)/3`. -/
theorem nearNull_values (m : ℕ) :
    nearNull m ⬝ᵥ overlap (m + 1) *ᵥ nearNull m = 1 ∧
      nearNull m ⬝ᵥ nearNull m = (4 ^ m + 2) / 3 := by
  constructor
  · have e : (unitFactor (m + 1))ᵀ *ᵥ nearNull m
        = fun i => if i = Fin.last m then 1 else 0 :=
      funext fun i => transpose_nearNull m i
    rw [overlap_form, e]
    simp [dotProduct]
  · induction m with
    | zero => norm_num [nearNull, dotProduct]
    | succ m ih =>
      simp only [dotProduct] at ih ⊢
      rw [Fin.sum_univ_succ]
      simp only [nearNull, Fin.cons_zero, Fin.cons_succ]
      have h4 : (2 : ℝ) ^ m * 2 ^ m = 4 ^ m := by
        rw [← mul_pow]
        norm_num
      rw [ih, h4]
      ring

/-- In dimension `m + 1` the overlap matrix has determinant one and a Cholesky factor, and
all its Cholesky pivots are one; yet some nonzero `x` has `xᵀ M x = 3 xᵀ x / (4^m + 2)`. -/
theorem unit_pivots_hide_near_dependence (m : ℕ) :
    (overlap (m + 1)).det = 1 ∧
    (∃ G, IsCholesky G (overlap (m + 1))) ∧
    (∀ G, IsCholesky G (overlap (m + 1)) → ∀ i, G i i = 1) ∧
    ∃ x : Fin (m + 1) → ℝ, x ≠ 0 ∧
      x ⬝ᵥ overlap (m + 1) *ᵥ x = 3 * (x ⬝ᵥ x) / (4 ^ m + 2) := by
  obtain ⟨h1, h2⟩ := nearNull_values m
  refine ⟨?_, ⟨_, unitFactor_isCholesky _⟩, fun G hG i => ?_, nearNull m, fun h => ?_, ?_⟩
  · rw [overlap, Matrix.det_mul, Matrix.det_transpose, det_unitFactor, one_mul]
  · rw [cholesky_unique hG (unitFactor_isCholesky _)]
    simp [unitFactor]
  · rw [h] at h1
    simp at h1
  · have hp : (4 : ℝ) ^ m + 2 ≠ 0 := by positivity
    rw [h1, h2, eq_div_iff hp]
    ring

/-- For every `ε > 0` some overlap matrix of the family has a nonzero `x` with
`xᵀ M x < ε xᵀ x`. -/
theorem arbitrarily_near_dependence (ε : ℝ) (hε : 0 < ε) :
    ∃ (m : ℕ) (x : Fin (m + 1) → ℝ), x ≠ 0 ∧
      x ⬝ᵥ overlap (m + 1) *ᵥ x < ε * (x ⬝ᵥ x) := by
  obtain ⟨m, hm⟩ := pow_unbounded_of_one_lt (3 / ε) (by norm_num : (1 : ℝ) < 4)
  rw [div_lt_iff₀ hε] at hm
  obtain ⟨h1, h2⟩ := nearNull_values m
  refine ⟨m, nearNull m, fun h => ?_, ?_⟩
  · rw [h] at h1
    simp at h1
  · rw [h1, h2]
    nlinarith

end

end UnitPivotsNearDependence
```

```lean
#print axioms UnitPivotsNearDependence.overlap_pos
#print axioms UnitPivotsNearDependence.unit_pivots_hide_near_dependence
#print axioms UnitPivotsNearDependence.arbitrarily_near_dependence
```

```
'UnitPivotsNearDependence.overlap_pos' depends on axioms: [propext, Classical.choice, Quot.sound]
'UnitPivotsNearDependence.unit_pivots_hide_near_dependence' depends on axioms: [propext, Classical.choice, Quot.sound]
'UnitPivotsNearDependence.arbitrarily_near_dependence' depends on axioms: [propext, Classical.choice, Quot.sound]
```

## How the Lean proof follows the derivation

`cholesky_unique` is the column argument. Strong induction on the column number supplies the agreement of all earlier columns. Inside it, `step` is the identity A_ij A_jj = B_ij B_jj: the two sums are subtracted term by term, and `Finset.sum_eq_single` keeps only the term l = j, once the earlier terms have cancelled and the later ones have vanished by triangularity. For the diagonal, `hd` avoids a square root by cancelling the positive number A_jj + B_jj from

A_jj (A_jj + B_jj) = B_jj (A_jj + B_jj).

A final cancellation of B_jj settles the rest of the column.

`unitFactor_isCholesky` checks that L meets the three conditions, and `det_unitFactor` computes its determinant as the product of the diagonal. `overlap_form` rewrites xᵀMx as the squared length of Lᵀx. From this, `overlap_pos` gets a sum of squares, which is nonnegative; if it were zero, Lᵀx would vanish, and the nonzero determinant would force x = 0.

The next two lemmas use the recursive construction of x. `sum_nearNull` shows by induction that the entries add up to 2^m. `transpose_nearNull` proves that Lᵀx is the last unit vector, also by induction, and splits the components into two kinds. In component 0, the new entry 2^m cancels the sum of the later entries, which the previous lemma provides. In every other component, the new entry is multiplied by a zero of L, and what remains is the same identity for the smaller matrix.

`nearNull_values` collects the two numbers. The value xᵀMx = 1 follows from `overlap_form` and the unit vector. The value of xᵀx comes from an induction that replaces the geometric sum: prepending 2^m adds 4^m, and

4^m + (4^m + 2)/3 = (4^(m+1) + 2)/3.

The main theorem then assembles its four parts. For the third, `cholesky_unique` replaces an arbitrary factor G by L, whose diagonal is visible. For the fourth, x is nonzero because the zero vector would give xᵀMx = 0 and not 1, and the two values give the stated ratio. The corollary chooses m with 4^m > 3/ε, which makes ε(4^m + 2)/3 larger than 1.

## Reading the pivots in an electronic-structure code

A Cholesky factor of the overlap matrix S can be used to turn the generalised eigenvalue problem HC = SCE into an ordinary one, with G⁻¹ H G⁻ᵀ in place of H. For this model family, the result shows that unit pivots in that step do not certify a well-conditioned basis: the inverse of G can have large entries although its diagonal is harmless. Here the last row of L⁻¹ is the vector x itself, with entries up to 2^(m−1) when m ≥ 1.

A direct test is to compute the smallest eigenvalue of S, or to estimate its condition number. Canonical orthogonalisation works with the eigenvalues anyway and discards the eigenvectors whose eigenvalues lie below a chosen threshold.

Codes usually normalise the basis functions first, and this does not rescue the pivot test. Dividing χ_i by its norm √(i + 1) changes the pivots to 1/√(i + 1), which decrease only slowly. The same short function now has coefficients √(i + 1) x_i, none smaller in magnitude than before, so its squared norm relative to the squared length of the coefficient vector is still at most 3/(4^m + 2). Pivots all exactly equal to 1 would be conclusive in a normalised basis, since every row of G then has length 1 and S must be the identity. What fails there is the looser reading, that pivots of moderate size are safe. The determinant of the normalised overlap matrix is 1/(m + 1)!, so the statement about a unit determinant does not carry over.

A very small pivot remains a valid warning in a normalised basis: it means that one function lies almost entirely in the span of those before it. What fails is the converse, because each pivot measures the distance of a single function from the span of its predecessors, while a near-dependence can build up gradually over the whole set.
